# The Wronskian relation and unitary scattering for a full-potential cell

## Cosine and sine matrices

Take one cell with a real potential of arbitrary shape, set to zero outside the cell, and one particle at positive energy with wave number $k>0$. The channels are labelled by $L=(l,m)$, with real spherical harmonics $Y_L$, and only finitely many are kept. Outside the sphere that encloses the cell, the local solution number $L'$ is

$$\phi_{L'}(\mathbf r)=\sum_L Y_L(\hat{\mathbf r})\,\bigl[j_l(kr)\,C_{LL'}-y_l(kr)\,S_{LL'}\bigr],$$

where $j_l$ and $y_l$ are the spherical Bessel and Neumann functions. This defines the cosine matrix $C$ and the sine matrix $S$. Because the potential is real, the local solutions can be chosen real, and then $C$ and $S$ are real. The left index belongs to the exterior wave and the right index to the local solution.

With $h_l=j_l+iy_l$, the bracket equals $\tfrac12[h_l(C+iS)+h_l^*(C-iS)]_{LL'}$. So $C+iS$ holds the outgoing amplitudes and $J=C-iS$ the incoming ones. The t-matrix and the scattering matrix, written $U$ to keep it apart from $S$, are

$$t=-\frac1k\,SJ^{-1},\qquad U=1-2ik\,t .$$

For a spherical potential with phase shifts $\delta_l$, one may take $C=\cos\delta_l$ and $S=\sin\delta_l$ on the diagonal, which gives $U=e^{2i\delta_l}$.

Green's identity for two regular solutions at the same energy gives the Wronskian relation $C^TS=S^TC$. It expresses that no net flux leaves the cell. Here it is a hypothesis.

## What is claimed

Let $C,S$ be real square matrices with $S$ invertible and $C^TS=S^TC$, and let $k>0$. Then $CS^{-1}$ is symmetric, $J$ is invertible, $t^{-1}=-k\,CS^{-1}+ik$, and $U$ is unitary.

Three more general statements allow complex matrices and a singular $S$, so that some channels may not scatter. The relation then reads $C^HS=S^HC$, with $H$ the conjugate transpose.

- Under this relation, $J$ is invertible exactly when no nonzero vector $v$ has $Cv=0$ and $Sv=0$.
- If $J$ is invertible and $k\neq0$ is real, $U$ is unitary if and only if the relation holds.
- In that case $t-t^H=-2ik\,t^Ht$, a matrix optical theorem.

For a single cell with finitely many channels, these are the algebraic facts behind flux conservation in full-potential multiple-scattering (KKR) calculations of electronic structure.

## The derivation

**Symmetry.** Insert $SS^{-1}=1$ and use the Wronskian relation:

$$(CS^{-1})^T=(S^{-1})^TC^TS\,S^{-1}=(S^{-1})^TS^TC\,S^{-1}=CS^{-1}.$$

**Flux identity.** Expand the two Gram matrices:

$$(C+iS)^H(C+iS)=C^HC+S^HS+i(C^HS-S^HC),$$
$$J^HJ=C^HC+S^HS-i(C^HS-S^HC).$$

Their difference is $2i(C^HS-S^HC)$.

**Invertibility of $J$.** Suppose $Jv=0$, so $Cv=iSv$. Then $v^HC^HSv=-i\|Sv\|^2$ and $v^HS^HCv=i\|Sv\|^2$. The Wronskian relation makes these equal, hence $Sv=0$ and $Cv=0$. If $C$ and $S$ have no common null vector except zero, then $v=0$ and $J$ is invertible. Conversely, a common null vector satisfies $Jv=0$, so it vanishes when $J$ is invertible. An invertible $S$ has no nonzero null vector at all.

**Unitarity.** Since $U=1+2i\,SJ^{-1}$,

$$UJ=C-iS+2iS=C+iS.$$

The flux identity becomes

$$J^H(U^HU-1)J=2i(C^HS-S^HC).$$

As $J$ and $J^H$ can be cancelled, $U^HU=1$ holds exactly when the right side vanishes.

**Optical theorem.** Expanding $U^HU=1$ gives

$$-2ik\,(t-t^H)+4k^2\,t^Ht=0,$$

and division by $2ik$ gives $t-t^H=-2ik\,t^Ht$.

**Inverse of $t$.** Because $CS^{-1}-i=JS^{-1}$, the proposed inverse is $-k\,JS^{-1}$, and

$$t\,(-k\,JS^{-1})=SJ^{-1}JS^{-1}=1.$$

## A misplaced factor

Matrix order can matter once channels couple. The pair

$$C=\begin{pmatrix}0&1\\1&1\end{pmatrix},\qquad S=\begin{pmatrix}1&1\\0&1\end{pmatrix}$$

satisfies the hypotheses, and

$$CS^{-1}=\begin{pmatrix}0&1\\1&0\end{pmatrix},\qquad S^{-1}C=\begin{pmatrix}-1&0\\1&1\end{pmatrix}.$$

Only the first is symmetric. Changing the basis of local solutions replaces $C,S$ by $CA,SA$ with $A$ invertible. This leaves $CS^{-1}$ and $SJ^{-1}$ unchanged, but not in general the products in the other order. For a spherical potential with each local solution in its own single channel, all these matrices are diagonal, and the error stays hidden.

## In a KKR program

A program can integrate the coupled radial equations out to the bounding sphere and read off $C$ and $S$ by matching. It can then obtain $t$ by solving $XJ=S$ for $X$ and setting $t=-X/k$. This avoids inverting $S$, which is nearly singular when high-$l$ channels scatter weakly. The secular matrix can be written $t^{-1}-G$, with $G$ the structure constants. For invertible $t$ it is singular exactly when $1-tG$ is, and this second form needs no inverse of $t$ or $S$.

For real local solutions with a fixed normalisation, the size of $C^TS-S^TC$ is a useful check on the integration and the matching: by the identity above, a unitarity defect in $U$ is this Wronskian defect multiplied by $2i$ and by inverse factors of $J$ on both sides.

## How the Lean statement encodes the physics

The finite type `n` is the set of channels. `jost C S` is $J$, `tMatrix k C S` is $t$ and `sMatrix k C S` is $U$. The wave number `k` is a real number, and `complexify` regards a real matrix as a complex one. `IsUnit` means invertible, `ᴴ` is the conjugate transpose, and `*ᵥ` applies a matrix to a vector of amplitudes.

The main theorem, `full_potential_scattering`, takes `0 < k`, `IsUnit S` and `Cᵀ * S = Sᵀ * C`, and returns the four claims joined by `∧`. The inverse is stated as a product equal to `1` with $t$ on the left; for finite square matrices a one-sided inverse is two-sided.

The general theorems on $t$ and $U$ assume that $J$ is invertible. This matters because Lean sets the inverse of a singular matrix to zero, which would make $U=1$ whatever the Wronskian.

The file starts from the matrices. It doesn't solve the Schrödinger equation or derive the Wronskian relation, and it treats neither infinitely many channels, complex energies nor the coupling between cells. Truncation deserves care: solving a truncated set of coupled radial equations with a real symmetric potential matrix preserves the relation, whereas cutting a block out of larger $C$ and $S$ need not.

```lean
import Mathlib

open Matrix
open scoped ComplexOrder

namespace FullPotentialScattering

noncomputable section

variable {n : Type*} [Fintype n] [DecidableEq n]

/-- The combination `C - iS` of the cosine and sine matrices of a cell. -/
def jost (C S : Matrix n n ℂ) : Matrix n n ℂ := C - Complex.I • S

/-- The t-matrix `-(1/k) S (C - iS)⁻¹` of a cell, for `k ≠ 0` and `C - iS` invertible. -/
def tMatrix (k : ℝ) (C S : Matrix n n ℂ) : Matrix n n ℂ :=
  (-(1 / (k : ℂ))) • (S * (jost C S)⁻¹)

/-- The scattering matrix `1 - 2ik t` of a cell, for `k ≠ 0` and `C - iS` invertible. -/
def sMatrix (k : ℝ) (C S : Matrix n n ℂ) : Matrix n n ℂ :=
  1 - (2 * Complex.I * (k : ℂ)) • tMatrix k C S

/-- A real matrix regarded as a complex one. -/
def complexify (A : Matrix n n ℝ) : Matrix n n ℂ := A.map Complex.ofRealHom

omit [DecidableEq n] in
/-- The Gram matrices of `C + iS` and `C - iS` differ by `2i` times the Wronskian
`Cᴴ S - Sᴴ C`. -/
theorem flux_identity (C S : Matrix n n ℂ) :
    (C + Complex.I • S)ᴴ * (C + Complex.I • S) - (jost C S)ᴴ * jost C S
      = (2 * Complex.I) • (Cᴴ * S - Sᴴ * C) := by
  unfold jost
  simp only [Matrix.conjTranspose_add, Matrix.conjTranspose_sub, Matrix.conjTranspose_smul,
    Complex.star_def, Complex.conj_I, Matrix.add_mul, Matrix.sub_mul, Matrix.mul_add,
    Matrix.mul_sub, Matrix.smul_mul, Matrix.mul_smul]
  module

/-- Under the Wronskian relation, `C - iS` is invertible exactly when no nonzero vector of
amplitudes is annihilated by both `C` and `S`. -/
theorem jost_isUnit_iff (C S : Matrix n n ℂ) (h : Cᴴ * S = Sᴴ * C) :
    IsUnit (jost C S) ↔ ∀ v : n → ℂ, C *ᵥ v = 0 → S *ᵥ v = 0 → v = 0 := by
  constructor
  · intro hJ v hC hS
    apply Matrix.mulVec_injective_iff_isUnit.mpr hJ
    show jost C S *ᵥ v = jost C S *ᵥ 0
    rw [jost, Matrix.sub_mulVec, Matrix.smul_mulVec, hC, hS, Matrix.mulVec_zero]
    simp
  · intro hker
    have kernel : ∀ v : n → ℂ, jost C S *ᵥ v = 0 → v = 0 := by
      intro v hv
      rw [jost, Matrix.sub_mulVec, Matrix.smul_mulVec, sub_eq_zero] at hv
      have key : ∀ A B : Matrix n n ℂ,
          star (A *ᵥ v) ⬝ᵥ (B *ᵥ v) = star v ⬝ᵥ ((Aᴴ * B) *ᵥ v) := by
        intro A B
        rw [Matrix.star_mulVec, ← Matrix.dotProduct_mulVec, Matrix.mulVec_mulVec]
      -- the Wronskian relation, evaluated on a null vector of `C - iS`
      have e : star (C *ᵥ v) ⬝ᵥ (S *ᵥ v) = star (S *ᵥ v) ⬝ᵥ (C *ᵥ v) := by
        rw [key, key, h]
      rw [hv] at e
      simp only [star_smul, smul_dotProduct, dotProduct_smul, Complex.star_def,
        Complex.conj_I, smul_eq_mul] at e
      have hz : star (S *ᵥ v) ⬝ᵥ (S *ᵥ v) = 0 := by
        linear_combination (Complex.I / 2) * e
          + (star (S *ᵥ v) ⬝ᵥ (S *ᵥ v)) * Complex.I_sq
      have hS : S *ᵥ v = 0 := dotProduct_star_self_eq_zero.mp hz
      exact hker v (by rw [hv, hS, smul_zero]) hS
    apply Matrix.mulVec_injective_iff_isUnit.mp
    intro x y hxy
    apply sub_eq_zero.mp
    apply kernel
    rw [Matrix.mulVec_sub]
    exact sub_eq_zero.mpr hxy

/-- For `k ≠ 0` and invertible `C - iS`, the scattering matrix times `C - iS` is `C + iS`. -/
theorem sMatrix_mul_jost {k : ℝ} (hk : k ≠ 0) (C S : Matrix n n ℂ)
    (hJ : IsUnit (jost C S)) : sMatrix k C S * jost C S = C + Complex.I • S := by
  have hk' : (k : ℂ) ≠ 0 := Complex.ofReal_ne_zero.mpr hk
  have hinv : (jost C S)⁻¹ * jost C S = 1 :=
    Matrix.nonsing_inv_mul _ ((Matrix.isUnit_iff_isUnit_det _).mp hJ)
  have hs : 2 * Complex.I * (k : ℂ) * (-(1 / (k : ℂ))) = -(2 * Complex.I) := by
    field_simp
  rw [sMatrix, tMatrix, smul_smul, hs, Matrix.sub_mul, Matrix.one_mul, Matrix.smul_mul,
    Matrix.mul_assoc, hinv, Matrix.mul_one, jost]
  module

/-- For `k ≠ 0` and invertible `C - iS`, the scattering matrix is unitary if and only if the cosine
and sine matrices satisfy the Wronskian relation `Cᴴ S = Sᴴ C`. -/
theorem sMatrix_unitary_iff {k : ℝ} (hk : k ≠ 0) (C S : Matrix n n ℂ)
    (hJ : IsUnit (jost C S)) :
    sMatrix k C S ∈ Matrix.unitaryGroup n ℂ ↔ Cᴴ * S = Sᴴ * C := by
  have gram : (C + Complex.I • S)ᴴ * (C + Complex.I • S)
      = (jost C S)ᴴ * ((sMatrix k C S)ᴴ * sMatrix k C S) * jost C S := by
    rw [← sMatrix_mul_jost hk C S hJ, Matrix.conjTranspose_mul]
    simp only [Matrix.mul_assoc]
  have flux := flux_identity C S
  rw [Matrix.mem_unitaryGroup_iff', Matrix.star_eq_conjTranspose]
  constructor
  · intro hu
    rw [gram, hu, Matrix.mul_one, sub_self] at flux
    have h2 : (2 * Complex.I : ℂ) ≠ 0 := mul_ne_zero two_ne_zero Complex.I_ne_zero
    exact sub_eq_zero.mp ((smul_eq_zero.mp flux.symm).resolve_left h2)
  · intro h
    rw [h, sub_self, smul_zero, sub_eq_zero] at flux
    -- cancel the invertible factors on both sides
    have hJ' : IsUnit (jost C S)ᴴ := hJ.star
    apply hJ'.mul_left_cancel
    apply hJ.mul_right_cancel
    rw [← gram, Matrix.mul_one]
    exact flux

/-- Matrix optical theorem: for `k ≠ 0`, invertible `C - iS` and `Cᴴ S = Sᴴ C`, the t-matrix
satisfies `t - tᴴ = -2ik tᴴ t`. -/
theorem optical_theorem {k : ℝ} (hk : k ≠ 0) (C S : Matrix n n ℂ)
    (hJ : IsUnit (jost C S)) (h : Cᴴ * S = Sᴴ * C) :
    tMatrix k C S - (tMatrix k C S)ᴴ
      = -((2 * Complex.I * (k : ℂ)) • ((tMatrix k C S)ᴴ * tMatrix k C S)) := by
  have hu := (sMatrix_unitary_iff hk C S hJ).mpr h
  rw [Matrix.mem_unitaryGroup_iff', Matrix.star_eq_conjTranspose, sMatrix] at hu
  generalize tMatrix k C S = T at hu ⊢
  have hc : star (2 * Complex.I * (k : ℂ)) = -(2 * Complex.I * (k : ℂ)) := by
    simp
  have hc0 : 2 * Complex.I * (k : ℂ) ≠ 0 :=
    mul_ne_zero (mul_ne_zero two_ne_zero Complex.I_ne_zero) (Complex.ofReal_ne_zero.mpr hk)
  rw [Matrix.conjTranspose_sub, Matrix.conjTranspose_one, Matrix.conjTranspose_smul, hc] at hu
  generalize 2 * Complex.I * (k : ℂ) = c at hu hc0 ⊢
  have hz : c • (T - Tᴴ + c • (Tᴴ * T)) = 0 := by
    rw [← sub_eq_zero.mpr hu.symm]
    simp only [Matrix.sub_mul, Matrix.mul_sub, Matrix.one_mul, Matrix.mul_one,
      Matrix.smul_mul, Matrix.mul_smul]
    module
  exact eq_neg_of_add_eq_zero_left ((smul_eq_zero.mp hz).resolve_left hc0)

/-- For `k ≠ 0` and invertible `S` and `C - iS`, the t-matrix has the inverse `-k C S⁻¹ + ik`. -/
theorem tMatrix_mul_inverse {k : ℝ} (hk : k ≠ 0) (C S : Matrix n n ℂ)
    (hS : IsUnit S) (hJ : IsUnit (jost C S)) :
    tMatrix k C S * ((-(k : ℂ)) • (C * S⁻¹) + (Complex.I * (k : ℂ)) • 1) = 1 := by
  have hk' : (k : ℂ) ≠ 0 := Complex.ofReal_ne_zero.mpr hk
  have hSS : S * S⁻¹ = 1 := Matrix.mul_nonsing_inv _ ((Matrix.isUnit_iff_isUnit_det _).mp hS)
  have hinv : (jost C S)⁻¹ * jost C S = 1 :=
    Matrix.nonsing_inv_mul _ ((Matrix.isUnit_iff_isUnit_det _).mp hJ)
  have e : (-(k : ℂ)) • (C * S⁻¹) + (Complex.I * (k : ℂ)) • (1 : Matrix n n ℂ)
      = (-(k : ℂ)) • (jost C S * S⁻¹) := by
    rw [jost, Matrix.sub_mul, Matrix.smul_mul, hSS]
    module
  have hp : S * (jost C S)⁻¹ * (jost C S * S⁻¹) = 1 := by
    rw [Matrix.mul_assoc, ← Matrix.mul_assoc (jost C S)⁻¹, hinv, Matrix.one_mul, hSS]
  have hs : -(1 / (k : ℂ)) * (-(k : ℂ)) = 1 := by
    field_simp
  rw [e, tMatrix, Matrix.smul_mul, Matrix.mul_smul, smul_smul, hp, hs, one_smul]

/-- For `k > 0` and real cosine and sine matrices with `S` invertible and `Cᵀ S = Sᵀ C`, the matrix
`C S⁻¹` is symmetric, `C - iS` is invertible, the t-matrix has inverse `-k C S⁻¹ + ik`, and the
scattering matrix is unitary. -/
theorem full_potential_scattering {k : ℝ} (hk : 0 < k) (C S : Matrix n n ℝ)
    (hS : IsUnit S) (h : Cᵀ * S = Sᵀ * C) :
    (C * S⁻¹).IsSymm ∧ IsUnit (jost (complexify C) (complexify S)) ∧
    tMatrix k (complexify C) (complexify S) *
      ((-(k : ℂ)) • complexify (C * S⁻¹) + (Complex.I * (k : ℂ)) • 1) = 1 ∧
    sMatrix k (complexify C) (complexify S) ∈ Matrix.unitaryGroup n ℂ := by
  have hSS : S * S⁻¹ = 1 := Matrix.mul_nonsing_inv _ ((Matrix.isUnit_iff_isUnit_det _).mp hS)
  have hmul : ∀ A B : Matrix n n ℝ, complexify (A * B) = complexify A * complexify B :=
    fun A B => Matrix.map_mul
  have hstar : ∀ A : Matrix n n ℝ, (complexify A)ᴴ = complexify Aᵀ := by
    intro A
    ext i j
    simp [complexify]
  have hW : (complexify C)ᴴ * complexify S = (complexify S)ᴴ * complexify C := by
    rw [hstar, hstar, ← hmul, ← hmul, h]
  have hSc : complexify S * complexify S⁻¹ = 1 := by
    rw [← hmul, hSS]
    ext i j
    by_cases hij : i = j <;> simp [complexify, Matrix.one_apply, hij]
  have hSu : IsUnit (complexify S) :=
    (Matrix.isUnit_iff_isUnit_det _).mpr (Matrix.isUnit_det_of_right_inverse hSc)
  have hJ : IsUnit (jost (complexify C) (complexify S)) := by
    rw [jost_isUnit_iff _ _ hW]
    intro v _ hv
    apply Matrix.mulVec_injective_iff_isUnit.mpr hSu
    show complexify S *ᵥ v = complexify S *ᵥ 0
    rw [hv, Matrix.mulVec_zero]
  refine ⟨?_, hJ, ?_, (sMatrix_unitary_iff hk.ne' _ _ hJ).mpr hW⟩
  · -- insert `S S⁻¹ = 1` and move `S` across with the Wronskian relation
    show (C * S⁻¹)ᵀ = C * S⁻¹
    calc (C * S⁻¹)ᵀ = (S⁻¹)ᵀ * Cᵀ * (S * S⁻¹) := by
          rw [hSS, Matrix.mul_one, Matrix.transpose_mul]
      _ = (S⁻¹)ᵀ * (Cᵀ * S) * S⁻¹ := by simp only [Matrix.mul_assoc]
      _ = ((S⁻¹)ᵀ * Sᵀ) * (C * S⁻¹) := by rw [h]; simp only [Matrix.mul_assoc]
      _ = C * S⁻¹ := by
          rw [← Matrix.transpose_mul, hSS, Matrix.transpose_one, Matrix.one_mul]
  · rw [hmul, ← Matrix.inv_eq_right_inv hSc]
    exact tMatrix_mul_inverse hk.ne' _ _ hSu hJ

/-- An explicit pair of real two-channel matrices with `S` invertible and `Cᵀ S = Sᵀ C`. -/
theorem full_potential_scattering_witness :
    IsUnit (!![1, 1; 0, 1] : Matrix (Fin 2) (Fin 2) ℝ) ∧
    (!![0, 1; 1, 1] : Matrix (Fin 2) (Fin 2) ℝ)ᵀ * !![1, 1; 0, 1]
      = (!![1, 1; 0, 1] : Matrix (Fin 2) (Fin 2) ℝ)ᵀ * !![0, 1; 1, 1] := by
  constructor
  · rw [Matrix.isUnit_iff_isUnit_det, Matrix.det_fin_two]
    simp
  · ext i j
    fin_cases i <;> fin_cases j <;> simp [Matrix.mul_apply, Fin.sum_univ_succ]

end

end FullPotentialScattering
```

```lean
#print axioms FullPotentialScattering.optical_theorem
-- 'FullPotentialScattering.optical_theorem' depends on axioms: [propext, Classical.choice, Quot.sound]
#print axioms FullPotentialScattering.full_potential_scattering
-- 'FullPotentialScattering.full_potential_scattering' depends on axioms: [propext, Classical.choice, Quot.sound]
```

## From the flux identity to the real matrices

`flux_identity` is the Gram expansion. The `simp only` call distributes products and adjoints, and `module` collects the terms.

`jost_isUnit_iff` uses the fact that a square matrix is invertible exactly when its action on vectors is injective. In the harder direction, `hv` becomes $Cv=iSv$, `key` rewrites inner products as $v^HA^HBv$, and `e` is the Wronskian relation evaluated on $v$. After substitution, `linear_combination` extracts $\|Sv\|^2=0$.

`sMatrix_mul_jost` proves $UJ=C+iS$; its scalar step `hs` cancels $k$. In `sMatrix_unitary_iff`, the equation `gram` writes $(C+iS)^H(C+iS)$ as $J^HU^HUJ$. Combined with `flux_identity`, it gives one direction by dividing out $2i$ and the other by cancelling $J^H$ on the left and $J$ on the right.

`optical_theorem` replaces $t$ by a general matrix `T` and $2ik$ by a nonzero scalar `c` with $c^*=-c$. Unitarity becomes `hz`, which says $c\,(T-T^H+c\,T^HT)=0$, and `c` is cancelled.

`tMatrix_mul_inverse` rewrites the proposed inverse as $-k\,JS^{-1}$ in `e`, and cancels the matrix factors in `hp`.

The main theorem carries the real hypotheses over to complex matrices. `hmul` and `hstar` show that `complexify` respects products and turns the transpose into the conjugate transpose, so `hW` is the complex Wronskian relation. Invertibility of $S$ rules out a common null vector, and `jost_isUnit_iff` then supplies `hJ`. The `calc` block is the symmetry computation line by line, and the remaining claims come from the general theorems.

`full_potential_scattering_witness` checks that the two-channel pair above meets the hypotheses on $C$ and $S$, using the determinant of $S$ and a comparison of entries. For this pair, $U$ is $i$ times the matrix that exchanges the two channels, so a wave entering in one channel leaves entirely in the other.
